# The Gram determinants of dual projectors and partial waves multiply to at least 1

Let the columns of Φ be the m smooth partial waves of an atom, and those of P its m projectors, as coefficient vectors in an orthonormal basis of n functions. In PAW and ultrasoft methods, ΦPᴴ turns a smooth wavefunction into its one-centre expansion. When PᴴΦ = 1, this operator is a projector, in general an oblique one. How small can the volumes spanned by the two sets of columns be together?

In Lean, `n` and `m` are finite index types, and ᴴ is the conjugate transpose.

```lean
import Mathlib

open Matrix
open scoped ComplexOrder

namespace ObliqueProjectorVolume

noncomputable section

variable {n m : Type*} [Fintype n] [DecidableEq n] [Fintype m] [DecidableEq m]
```

`gramDet` is the Gram determinant of the columns, and `colSpan` is their span. For real columns the Gram determinant is the squared volume of the parallelepiped that they span; for complex columns, "squared volume" here means the Gram determinant by convention.

```lean
/-- The Gram determinant of the columns of `A`, as a real number. For real columns it is the squared
volume of the parallelepiped that they span. -/
def gramDet (A : Matrix n m ℂ) : ℝ := (Aᴴ * A).det.re

/-- The column span of `A`: all vectors `A c` with a coefficient vector `c`. -/
def colSpan (A : Matrix n m ℂ) : Submodule ℂ (n → ℂ) := LinearMap.range A.mulVecLin
```

Write G = ΦᴴΦ. The tilt T is the oblique projector minus the orthogonal one:

T = ΦPᴴ − ΦG⁻¹Φᴴ

This T is not the PAW transformation operator, and the S used below is not the PAW overlap operator.

```lean
/-- The orthogonal projector onto the column span of `Φ`, for `Φ` with linearly independent
columns. -/
def orthProj (Φ : Matrix n m ℂ) : Matrix n n ℂ := Φ * (Φᴴ * Φ)⁻¹ * Φᴴ

/-- The tilt: the operator `Φ Pᴴ` minus the orthogonal projector onto the column span of `Φ`,
for `Φ` with linearly independent columns. -/
def tilt (P Φ : Matrix n m ℂ) : Matrix n n ℂ := Φ * Pᴴ - orthProj Φ
```

Taking the real part in `gramDet` loses nothing: a Gram matrix is its own adjoint, so its determinant equals its complex conjugate.

```lean
omit [DecidableEq n] in
/-- The complex determinant of a Gram matrix is real and equals `gramDet`. -/
theorem gramDet_ofReal (A : Matrix n m ℂ) : ((gramDet A : ℝ) : ℂ) = (Aᴴ * A).det := by
  apply Complex.conj_eq_iff_re.mp
  change star (Aᴴ * A).det = _
  rw [← Matrix.det_conjTranspose, Matrix.conjTranspose_mul, Matrix.conjTranspose_conjTranspose]
```

## Duality, PᴴΦ = 1

This is the hypothesis `h` of the main theorem. Physically, projector i reads off the coefficient of partial wave i and ignores the others.

A dataset construction can enforce it from m localised functions, the columns of X. Form B = ΦᴴX and, if B is invertible, set P = XB⁻¹. Then ΦᴴP = 1 and det(PᴴP) = det(XᴴX)/|det B|², so for fixed X a small |det B| means a large projector volume.

Duality first makes G invertible. If Gv = 0, then ‖Φv‖² = vᴴGv = 0, so Φv = 0 and v = PᴴΦv = 0.

```lean
omit [DecidableEq n] in
/-- If the partial waves `Φ` have dual projectors `P`, their overlap matrix is invertible. -/
theorem isUnit_overlap {P Φ : Matrix n m ℂ} (h : Pᴴ * Φ = 1) : IsUnit (Φᴴ * Φ).det := by
  refine isUnit_iff_ne_zero.mpr fun h0 => ?_
  obtain ⟨v, hv, h1⟩ := Matrix.exists_mulVec_eq_zero_iff.mpr h0
  rw [Matrix.conjTranspose_mul_self_mulVec_eq_zero] at h1
  apply hv
  calc v = (Pᴴ * Φ) *ᵥ v := by rw [h, Matrix.one_mulVec]
    _ = 0 := by rw [← Matrix.mulVec_mulVec, h1, Matrix.mulVec_zero]
```

The next lemma, used for the equality case, needs no duality. It builds C column by column from the coefficients of each column of P.

```lean
omit [Fintype n] [DecidableEq n] in
/-- The columns of `P` lie in the span of those of `Φ` exactly when `P = Φ C` for some
coefficient matrix `C`. -/
theorem colSpan_le_iff (P Φ : Matrix n m ℂ) :
    colSpan P ≤ colSpan Φ ↔ ∃ C : Matrix m m ℂ, P = Φ * C := by
  unfold colSpan
  constructor
  · intro h
    have hc : ∀ j, ∃ c : m → ℂ, Φ *ᵥ c = fun i => P i j := fun j => by
      have hj : (fun i => P i j) ∈ LinearMap.range P.mulVecLin :=
        LinearMap.mem_range.mpr ⟨Pi.single j 1, by ext i; simp⟩
      obtain ⟨c, hc⟩ := LinearMap.mem_range.mp (h hj)
      exact ⟨c, hc⟩
    choose c hc using hc
    refine ⟨Matrix.of fun i j => c j i, ?_⟩
    ext i j
    exact (congrFun (hc j) i).symm
  · rintro ⟨C, rfl⟩ x ⟨c, rfl⟩
    refine ⟨C *ᵥ c, ?_⟩
    change Φ *ᵥ (C *ᵥ c) = (Φ * C) *ᵥ c
    rw [Matrix.mulVec_mulVec]
```

Duality then gives an identity for the product. Put S = Pᴴ − G⁻¹Φᴴ, so that T = ΦS. Since PᴴΦ = 1 and ΦᴴP = 1,

SΦ = 1 − G⁻¹G = 0
SP = PᴴP − G⁻¹
SSᴴ = S(P − ΦG⁻¹) = PᴴP − G⁻¹

Exchanging factors by det(1 + AB) = det(1 + BA),

det(1 + TTᴴ) = det(1 + SSᴴG) = det(PᴴP·G) = det(PᴴP) det(ΦᴴΦ)

In Lean, `key` is SSᴴG = PᴴP·G − 1, and `Matrix.det_one_add_mul_comm` makes the exchange.

```lean
/-- For dual `P` and `Φ`, the product of the two Gram determinants is `det (1 + T Tᴴ)`, where
`T` is the tilt. -/
theorem gramDet_mul_eq {P Φ : Matrix n m ℂ} (h : Pᴴ * Φ = 1) :
    ((gramDet P * gramDet Φ : ℝ) : ℂ) = (1 + tilt P Φ * (tilt P Φ)ᴴ).det := by
  have hG := isUnit_overlap h
  have h' : Φᴴ * P = 1 := by simpa using congrArg Matrix.conjTranspose h
  obtain ⟨S, hS⟩ : ∃ S, S = Pᴴ - (Φᴴ * Φ)⁻¹ * Φᴴ := ⟨_, rfl⟩
  have hT : tilt P Φ = Φ * S := by
    rw [hS, tilt, orthProj, Matrix.mul_sub, Matrix.mul_assoc Φ]
  have hSΦ : S * Φ = 0 := by
    rw [hS, Matrix.sub_mul, h, Matrix.mul_assoc, Matrix.nonsing_inv_mul _ hG, sub_self]
  have hSP : S * P = Pᴴ * P - (Φᴴ * Φ)⁻¹ := by
    rw [hS, Matrix.sub_mul, Matrix.mul_assoc _ Φᴴ P, h', Matrix.mul_one]
  have hSH : Sᴴ = P - Φ * (Φᴴ * Φ)⁻¹ := by
    rw [hS, Matrix.conjTranspose_sub, Matrix.conjTranspose_mul, Matrix.conjTranspose_nonsing_inv,
      Matrix.conjTranspose_mul, Matrix.conjTranspose_conjTranspose,
      Matrix.conjTranspose_conjTranspose]
  have hSG : Sᴴ * (Φᴴ * Φ) = P * (Φᴴ * Φ) - Φ := by
    rw [hSH, Matrix.sub_mul, Matrix.mul_assoc Φ, Matrix.nonsing_inv_mul _ hG, Matrix.mul_one]
  have key : S * (Sᴴ * Φᴴ) * Φ = Pᴴ * P * (Φᴴ * Φ) - 1 := by
    rw [Matrix.mul_assoc S, Matrix.mul_assoc Sᴴ, hSG, Matrix.mul_sub, hSΦ, sub_zero,
      ← Matrix.mul_assoc S, hSP, Matrix.sub_mul, Matrix.nonsing_inv_mul _ hG]
  -- exchange the factors inside the determinant, from size n to size m
  rw [hT, Matrix.conjTranspose_mul, Matrix.mul_assoc Φ, Matrix.det_one_add_mul_comm, key,
    add_sub_cancel, Matrix.det_mul, Complex.ofReal_mul, gramDet_ofReal, gramDet_ofReal]
```

Invertibility of PᴴΦ would not be enough for the bound: P = (1/2, 0)ᵀ and Φ = (1, 0)ᵀ have PᴴΦ = 1/2 and product 1/4.

## A finite orthonormal basis

Orthonormality is built into the use of ᴴ: PᴴΦ and ΦᴴΦ are then physical inner products. For a single basis function of squared norm 1/2, the coefficients P = Φ = 1 satisfy PᴴΦ = 1, yet the physical squared lengths multiply to 1/4.

The passage from functions in space to finite coefficient vectors is left to the user, and duality must hold exactly after it.

The eigenvalues λᵢ of TTᴴ are nonnegative, so

det(1 + TTᴴ) = ∏ᵢ(1 + λᵢ) ≥ 1 + ∑ᵢλᵢ = 1 + tr(TTᴴ) = 1 + ∑ᵢⱼ|Tᵢⱼ|²

The inequality follows by induction, since each new factor adds only nonnegative cross terms. Lean gets the product by evaluating the characteristic polynomial at −1 (`hdet`); `hprod` is the induction.

```lean
/-- For every square matrix `M`, `det (1 + M Mᴴ)` is at least one plus the squared Frobenius
norm of `M`. -/
theorem one_add_frobenius_le_det (M : Matrix n n ℂ) :
    1 + ∑ i, ∑ j, ‖M i j‖ ^ 2 ≤ (1 + M * Mᴴ).det.re := by
  have hK := Matrix.posSemidef_self_mul_conjTranspose M
  obtain ⟨lam, hlam⟩ : ∃ lam, lam = hK.isHermitian.eigenvalues := ⟨_, rfl⟩
  have hl : ∀ i, 0 ≤ lam i := fun i => by rw [hlam]; exact hK.eigenvalues_nonneg i
  -- the determinant is the product of the shifted eigenvalues
  have hdet : (1 + M * Mᴴ).det = ((∏ i, (1 + lam i) : ℝ) : ℂ) := by
    have h := congrArg (Polynomial.eval (-1)) hK.isHermitian.charpoly_eq
    rw [Matrix.eval_charpoly, Polynomial.eval_prod, ← hlam] at h
    have e : 1 + M * Mᴴ = -(Matrix.scalar n (-1 : ℂ) - M * Mᴴ) := by
      rw [map_neg, map_one]; abel
    rw [e, Matrix.det_neg, h, ← Finset.card_univ, ← Finset.prod_const,
      ← Finset.prod_mul_distrib, Complex.ofReal_prod]
    refine Finset.prod_congr rfl fun i _ => ?_
    rw [Polynomial.eval_sub, Polynomial.eval_X, Polynomial.eval_C, Complex.ofReal_add,
      Complex.ofReal_one]
    change (-1 : ℂ) * (-1 - (lam i : ℂ)) = 1 + (lam i : ℂ)
    ring
  -- the trace is both the sum of eigenvalues and the squared Frobenius norm
  have h1 : (M * Mᴴ).trace = ((∑ i, ∑ j, ‖M i j‖ ^ 2 : ℝ) : ℂ) := by
    simp only [Matrix.trace, Matrix.diag_apply, Matrix.mul_apply, Matrix.conjTranspose_apply]
    push_cast
    exact Finset.sum_congr rfl fun i _ => Finset.sum_congr rfl fun j _ => Complex.mul_conj' _
  have h2 : (M * Mᴴ).trace = ((∑ i, lam i : ℝ) : ℂ) := by
    rw [hK.isHermitian.trace_eq_sum_eigenvalues, ← hlam, Complex.ofReal_sum]
    rfl
  have hprod : ∀ s : Finset n, 1 + ∑ i ∈ s, lam i ≤ ∏ i ∈ s, (1 + lam i) := by
    intro s
    induction s using Finset.induction_on with
    | empty => simp
    | insert a s ha ih =>
      rw [Finset.sum_insert ha, Finset.prod_insert ha]
      have hs : 0 ≤ ∑ i ∈ s, lam i := Finset.sum_nonneg fun i _ => hl i
      nlinarith [mul_nonneg (hl a) hs, mul_le_mul_of_nonneg_left ih (hl a)]
  rw [hdet, Complex.ofReal_re, ← Complex.ofReal_injective (h2.symm.trans h1)]
  exact hprod Finset.univ
```

## Equal column spans

This condition enters only the equality case. It says that the projectors are combinations of the partial waves and vice versa, which, together with duality, makes ΦPᴴ the orthogonal projector onto their common span.

If T = 0, multiplying ΦPᴴ = ΦG⁻¹Φᴴ by Pᴴ from the left gives Pᴴ = G⁻¹Φᴴ. Hence P = ΦG⁻¹ and Φ = PG, and the spans agree. Conversely, equal spans give P = ΦC; then 1 = ΦᴴP = GC, so C = G⁻¹ and T = 0.

```lean
omit [DecidableEq n] in
/-- For dual `P` and `Φ`, the tilt vanishes exactly when `P` and `Φ` have the same column
span. -/
theorem tilt_eq_zero_iff {P Φ : Matrix n m ℂ} (h : Pᴴ * Φ = 1) :
    tilt P Φ = 0 ↔ colSpan P = colSpan Φ := by
  have hG := isUnit_overlap h
  have h' : Φᴴ * P = 1 := by simpa using congrArg Matrix.conjTranspose h
  have hH : (Φ * (Φᴴ * Φ)⁻¹)ᴴ = (Φᴴ * Φ)⁻¹ * Φᴴ := by
    rw [Matrix.conjTranspose_mul, Matrix.conjTranspose_nonsing_inv, Matrix.conjTranspose_mul,
      Matrix.conjTranspose_conjTranspose]
  constructor
  · intro hT
    -- cancel Φ on the left by means of the duality relation
    have e : Pᴴ = (Φᴴ * Φ)⁻¹ * Φᴴ := by
      have e1 := congrArg (fun X => Pᴴ * X) (sub_eq_zero.mp hT)
      simpa only [orthProj, Matrix.mul_assoc Φ, ← Matrix.mul_assoc Pᴴ Φ, h, Matrix.one_mul]
        using e1
    have eP : P = Φ * (Φᴴ * Φ)⁻¹ := by
      apply Matrix.conjTranspose_injective
      rw [hH, e]
    refine le_antisymm ((colSpan_le_iff P Φ).mpr ⟨_, eP⟩)
      ((colSpan_le_iff Φ P).mpr ⟨Φᴴ * Φ, ?_⟩)
    rw [eP, Matrix.mul_assoc, Matrix.nonsing_inv_mul _ hG, Matrix.mul_one]
  · intro hs
    obtain ⟨C, hC⟩ := (colSpan_le_iff P Φ).mp hs.le
    -- duality fixes the coefficients to be the inverse overlap
    have e : (Φᴴ * Φ) * C = 1 := by rw [Matrix.mul_assoc, ← hC, h']
    have eP : P = Φ * (Φᴴ * Φ)⁻¹ := by rw [Matrix.inv_eq_right_inv e, ← hC]
    have eH : Pᴴ = (Φᴴ * Φ)⁻¹ * Φᴴ := (congrArg Matrix.conjTranspose eP).trans hH
    rw [tilt, orthProj, eH, Matrix.mul_assoc Φ, sub_self]
```

The identity and the eigenvalue bound combine into a lower bound that includes the tilt.

```lean
/-- For dual `P` and `Φ`, the product of the Gram determinants is at least one plus the squared
Frobenius norm of the tilt. -/
theorem one_add_tilt_le_gramDet_mul {P Φ : Matrix n m ℂ} (h : Pᴴ * Φ = 1) :
    1 + ∑ i, ∑ j, ‖tilt P Φ i j‖ ^ 2 ≤ gramDet P * gramDet Φ := by
  have hb := one_add_frobenius_le_det (tilt P Φ)
  rwa [← gramDet_mul_eq h, Complex.ofReal_re] at hb
```

`volume_price` states that, under duality, the product is at least 1, and equals 1 exactly when the column spans coincide. A product of 1 forces ∑ᵢⱼ|Tᵢⱼ|² = 0, hence every Tᵢⱼ = 0; conversely, T = 0 gives det 1 = 1.

```lean
/-- The volume price of oblique projectors: for dual `P` and `Φ` the product of the Gram
determinants is at least one, and it is one exactly when the column spans coincide. -/
theorem volume_price {P Φ : Matrix n m ℂ} (h : Pᴴ * Φ = 1) :
    1 ≤ gramDet P * gramDet Φ ∧
      (gramDet P * gramDet Φ = 1 ↔ colSpan P = colSpan Φ) := by
  have hb := one_add_tilt_le_gramDet_mul h
  have h0 : 0 ≤ ∑ i, ∑ j, ‖tilt P Φ i j‖ ^ 2 := by positivity
  refine ⟨by linarith, ?_⟩
  rw [← tilt_eq_zero_iff h]
  constructor
  · intro h1
    have hz : ∑ i, ∑ j, ‖tilt P Φ i j‖ ^ 2 = 0 := by linarith
    ext i j
    have hi := (Finset.sum_eq_zero_iff_of_nonneg
      (fun i _ => Finset.sum_nonneg fun j _ => sq_nonneg _)).mp hz i (Finset.mem_univ i)
    have hj := (Finset.sum_eq_zero_iff_of_nonneg
      (fun j _ => sq_nonneg _)).mp hi j (Finset.mem_univ j)
    simpa using hj
  · intro hT
    have e := gramDet_mul_eq h
    rw [hT, Matrix.zero_mul, add_zero, Matrix.det_one] at e
    exact_mod_cast e
```

Without equal spans the product exceeds 1. For P = (1, t)ᵀ and Φ = (1, 0)ᵀ it is 1 + |t|², and the only entry of T that can be nonzero is the complex conjugate of t, so the bound with the tilt is attained.

```lean
/-- In two dimensions the projector `(1, t)` is dual to the partial wave `(1, 0)`, and the
product of their Gram determinants is `1 + |t|²`. -/
theorem volume_price_witness (t : ℂ) :
    (!![1; t] : Matrix (Fin 2) (Fin 1) ℂ)ᴴ * (!![1; 0] : Matrix (Fin 2) (Fin 1) ℂ) = 1 ∧
      gramDet (!![1; t] : Matrix (Fin 2) (Fin 1) ℂ) *
        gramDet (!![1; 0] : Matrix (Fin 2) (Fin 1) ℂ) = 1 + ‖t‖ ^ 2 := by
  constructor
  · ext i j
    fin_cases i; fin_cases j
    simp [Matrix.mul_apply, Fin.sum_univ_succ]
  · rw [← Complex.normSq_eq_norm_sq, Complex.normSq_apply]
    simp [gramDet, Matrix.mul_apply, Fin.sum_univ_succ]

end

end ObliqueProjectorVolume
```

```lean
#print axioms ObliqueProjectorVolume.one_add_tilt_le_gramDet_mul
#print axioms ObliqueProjectorVolume.volume_price
```

```
'ObliqueProjectorVolume.one_add_tilt_le_gramDet_mul' depends on axioms: [propext, Classical.choice, Quot.sound]
'ObliqueProjectorVolume.volume_price' depends on axioms: [propext, Classical.choice, Quot.sound]
```
